# Lowering the ZORA kernel potential, below $2c^2$ and with all else fixed, cannot raise the ground level

In a finite basis, replace the potential in the ZORA kernel by one that is nowhere higher, and leave the rest of the Hamiltonian alone. The ground level then stays or falls, provided both potentials lie below $2c^2$. The bare nuclear potential is such a replacement for the screened one if electron screening is repulsive at every grid point.

The zeroth-order regular approximation puts a potential $w$ into the kinetic energy through a kernel, in atomic units:

$$H_w=A+B^\dagger K_wB,\qquad (K_w)_{ii}=\frac{c^2}{2c^2-w_i}.$$

Here $i$ (type `m`) labels grid points together with spin components, and $j$ (type `n`) labels orthonormal basis functions. The matrix $B$ represents $\boldsymbol\sigma\cdot\mathbf p$ and may be rectangular. The matrix $A$ holds everything else, usually the full screened potential, and is the same for both kernels.

```lean
import Mathlib

open Matrix
open scoped ComplexOrder

namespace ZoraKernelScreening

noncomputable section

variable {m n : Type*} [Fintype m] [DecidableEq m] [Fintype n]
```

The kernel and the Hamiltonian are defined for any real $w$ and any $A$; the conditions enter in the theorems.

```lean
/-- The ZORA kernel `c² / (2c² - w)` at each point `i`, for a potential `w i ≠ 2c²`. -/
def zoraKernel (c : ℝ) (w : m → ℝ) (i : m) : ℝ := c ^ 2 / (2 * c ^ 2 - w i)

/-- The ZORA Hamiltonian `A + B† K B` with momentum matrix `B` and the kernel `K` of the
potential `w`, where `w i ≠ 2c²`. -/
def zoraH (A : Matrix n n ℂ) (B : Matrix m n ℂ) (c : ℝ) (w : m → ℝ) : Matrix n n ℂ :=
  A + Bᴴ * diagonal (fun i => (zoraKernel c w i : ℂ)) * B
```

An energy level is a real eigenvalue with a nonzero eigenvector, not necessarily normalised. The ground level is the least of these.

```lean
/-- The energy levels of `H`: its real eigenvalues. -/
def energyLevels (H : Matrix n n ℂ) : Set ℝ :=
  {E | ∃ x : n → ℂ, x ≠ 0 ∧ H *ᵥ x = (E : ℂ) • x}

/-- `E` is the ground level of `H`: the lowest of its energy levels. -/
def IsGroundLevel (H : Matrix n n ℂ) (E : ℝ) : Prop := IsLeast (energyLevels H) E
```

## (a) Difference of two kernels

For $w_i,u_i<2c^2$, show that

$$\frac{c^2}{2c^2-u_i}-\frac{c^2}{2c^2-w_i}=\frac{c^2(u_i-w_i)}{(2c^2-u_i)(2c^2-w_i)}.$$

**Solution.** Both denominators are positive. Over the common denominator the numerator is $c^2[(2c^2-w_i)-(2c^2-u_i)]=c^2(u_i-w_i)$. In Lean, `div_sub_div` forms the common denominator and `ring` compares numerators.

```lean
omit [Fintype m] [DecidableEq m] in
/-- Changing the kernel potential from `w` to `u`, both below `2c²`, changes the kernel by
`c² (u - w) / ((2c² - u)(2c² - w))`. -/
theorem kernel_sub {c : ℝ} {w u : m → ℝ} {i : m} (hw : w i < 2 * c ^ 2)
    (hu : u i < 2 * c ^ 2) :
    zoraKernel c u i - zoraKernel c w i
      = c ^ 2 * (u i - w i) / ((2 * c ^ 2 - u i) * (2 * c ^ 2 - w i)) := by
  have h1 : 2 * c ^ 2 - u i ≠ 0 := (sub_pos.mpr hu).ne'
  have h2 : 2 * c ^ 2 - w i ≠ 0 := (sub_pos.mpr hw).ne'
  unfold zoraKernel
  rw [div_sub_div _ _ h1 h2]
  congr 1
  ring
```

## (b) Hermiticity

For $A^\dagger=A$, show that $H_w^\dagger=H_w$.

**Solution.** The kernel is real and diagonal, so $(B^\dagger K_wB)^\dagger=B^\dagger K_w^\dagger B=B^\dagger K_wB$. Adding the Hermitian $A$ preserves this.

```lean
omit [Fintype n] in
/-- The ZORA Hamiltonian is Hermitian when `A` is. -/
theorem zora_isHermitian {A : Matrix n n ℂ} (hA : A.IsHermitian) (B : Matrix m n ℂ)
    (c : ℝ) (w : m → ℝ) : (zoraH A B c w).IsHermitian := by
  refine hA.add (isHermitian_conjTranspose_mul_mul B ?_)
  unfold Matrix.IsHermitian
  rw [diagonal_conjTranspose]
  congr 1
  funext i
  exact Complex.conj_ofReal _
```

## (c) Action on a state

Show that $H_wx=Ax+B^\dagger(K_w(Bx))$.

**Solution.** Distribute over the sum and use associativity.

```lean
/-- The ZORA Hamiltonian acts on a state by `A x + B† (K (B x))`. -/
theorem zora_mulVec (A : Matrix n n ℂ) (B : Matrix m n ℂ) (c : ℝ) (w : m → ℝ) (x : n → ℂ) :
    zoraH A B c w *ᵥ x
      = A *ᵥ x + Bᴴ *ᵥ (diagonal (fun i => (zoraKernel c w i : ℂ)) *ᵥ (B *ᵥ x)) := by
  rw [zoraH, Matrix.add_mulVec, ← Matrix.mulVec_mulVec, ← Matrix.mulVec_mulVec]
```

## (d) Energy expectation

Show that

$$x^\dagger H_wx=x^\dagger Ax+\sum_i\frac{c^2}{2c^2-w_i}\,|(Bx)_i|^2.$$

**Solution.** By (c), the second term is $x^\dagger B^\dagger K_wBx=(Bx)^\dagger K_w(Bx)$. As $K_w$ is diagonal, this is the stated sum. For normalised $x$, $x^\dagger H_wx$ is the energy expectation. Lean writes $x^\dagger y$ as `star x ⬝ᵥ y`; `Matrix.dotProduct_mulVec` moves $B^\dagger$ to the left factor, and the sums are then compared term by term.

```lean
/-- For any vector `x`, normalised or not, `x† H x` for the ZORA Hamiltonian `H` is `x† A x` plus
the sum of the `|(B x)ᵢ|²` weighted by the kernel. -/
theorem zora_energy (A : Matrix n n ℂ) (B : Matrix m n ℂ) (c : ℝ) (w : m → ℝ) (x : n → ℂ) :
    star x ⬝ᵥ zoraH A B c w *ᵥ x
      = star x ⬝ᵥ A *ᵥ x + ((∑ i, zoraKernel c w i * ‖(B *ᵥ x) i‖ ^ 2 : ℝ) : ℂ) := by
  rw [zora_mulVec, dotProduct_add, Matrix.dotProduct_mulVec (star x) Bᴴ, ← Matrix.star_mulVec]
  congr 1
  rw [dotProduct, Complex.ofReal_sum]
  refine Finset.sum_congr rfl fun i _ => ?_
  have h : star ((B *ᵥ x) i) * (B *ᵥ x) i = (‖(B *ᵥ x) i‖ : ℂ) ^ 2 := Complex.conj_mul' _
  rw [Matrix.mulVec_diagonal, Pi.star_apply]
  push_cast
  linear_combination (zoraKernel c w i : ℂ) * h
```

## (e) Variational principle

For Hermitian $H$ with ground level $E$, show that $E\sum_j|x_j|^2\le\operatorname{Re}(x^\dagger Hx)$.

**Solution.** Let $v_k$ be an orthonormal eigenbasis of $H-E$ with eigenvalues $\lambda_k$. Then $Hv_k=(\lambda_k+E)v_k$, so $\lambda_k+E$ is an energy level and $\lambda_k\ge0$. Hence

$$x^\dagger(H-E)x=\sum_k\lambda_k|v_k^\dagger x|^2\ge0.$$

In Lean, `hE.2` supplies the minimality of $E$, and `hP` records that $H-E$ is positive semidefinite.

```lean
/-- Variational principle: for Hermitian `H` with ground level `E` and any vector `x`, normalised or
not, the real part of `x† H x` is at least `E` times the squared norm of `x`. -/
theorem variational [DecidableEq n] {H : Matrix n n ℂ} (hH : H.IsHermitian) {E : ℝ}
    (hE : IsGroundLevel H E) (x : n → ℂ) :
    E * ∑ j, ‖x j‖ ^ 2 ≤ (star x ⬝ᵥ H *ᵥ x).re := by
  have hM : (H - (E : ℂ) • (1 : Matrix n n ℂ)).IsHermitian := by
    refine hH.sub ?_
    unfold Matrix.IsHermitian
    rw [conjTranspose_smul, conjTranspose_one,
      show star (E : ℂ) = E from Complex.conj_ofReal E]
  -- an eigenvalue of H - E is an energy level of H measured from the ground level
  have hP : (H - (E : ℂ) • (1 : Matrix n n ℂ)).PosSemidef := by
    refine hM.posSemidef_iff_eigenvalues_nonneg.mpr fun j => ?_
    have hv := hM.mulVec_eigenvectorBasis j
    rw [Matrix.sub_mulVec, Matrix.smul_mulVec, Matrix.one_mulVec] at hv
    have hle : E ≤ hM.eigenvalues j + E := by
      refine hE.2 ⟨(hM.eigenvectorBasis j).ofLp, fun h0 => ?_, ?_⟩
      · apply hM.eigenvectorBasis.orthonormal.ne_zero j
        ext k
        exact congrFun h0 k
      · ext k
        have hk := congrFun hv k
        simp only [Pi.sub_apply, Pi.smul_apply, smul_eq_mul, Complex.real_smul] at hk ⊢
        push_cast
        linear_combination hk
    change 0 ≤ hM.eigenvalues j
    linarith
  have hN : star x ⬝ᵥ x = ((∑ j, ‖x j‖ ^ 2 : ℝ) : ℂ) := by
    rw [dotProduct, Complex.ofReal_sum]
    refine Finset.sum_congr rfl fun j _ => ?_
    rw [Complex.ofReal_pow]
    exact Complex.conj_mul' _
  have h := hP.dotProduct_mulVec_nonneg x
  rw [Matrix.sub_mulVec, Matrix.smul_mulVec, Matrix.one_mulVec, dotProduct_sub,
    dotProduct_smul, hN, smul_eq_mul] at h
  have h' := (Complex.le_def.mp h).1
  rw [Complex.zero_re, Complex.sub_re, Complex.re_ofReal_mul, Complex.ofReal_re] at h'
  linarith
```

## (f) A lower bound on the level difference

Let $A$ be Hermitian, $w_i,u_i<2c^2$, $E_w$ the ground level of $H_w$, and $H_ux=E_ux$. Show that

$$\sum_i\frac{c^2(u_i-w_i)}{(2c^2-u_i)(2c^2-w_i)}|(Bx)_i|^2\le(E_u-E_w)\sum_j|x_j|^2.$$

**Solution.** The eigenvalue equation gives $x^\dagger H_ux=E_u\sum_j|x_j|^2$, and (e) gives $x^\dagger H_wx\ge E_w\sum_j|x_j|^2$. Subtract: by (d) the $A$ terms cancel, and (a) rewrites the kernel difference. For normalised $x$ the right side is $E_u-E_w$. These are `h2`, `h1` and `hs` in the code.

```lean
/-- For kernel potentials `w`, `u` below `2c²`, Hermitian `A`, `Ew` the ground level of `H_w` and
`H_u x = Eu x`, the sum of the `|(B x)ᵢ|²` weighted by the kernel of `u` minus that of `w` is at
most `Eu - Ew` times the squared norm of `x`. -/
theorem lowering_bound [DecidableEq n] {A : Matrix n n ℂ} (hA : A.IsHermitian)
    {B : Matrix m n ℂ} {c : ℝ} {w u : m → ℝ} (hw : ∀ i, w i < 2 * c ^ 2)
    (hu : ∀ i, u i < 2 * c ^ 2) {Ew Eu : ℝ} (hEw : IsGroundLevel (zoraH A B c w) Ew)
    {x : n → ℂ} (hx : zoraH A B c u *ᵥ x = (Eu : ℂ) • x) :
    ∑ i, c ^ 2 * (u i - w i) / ((2 * c ^ 2 - u i) * (2 * c ^ 2 - w i)) * ‖(B *ᵥ x) i‖ ^ 2
      ≤ (Eu - Ew) * ∑ j, ‖x j‖ ^ 2 := by
  have h1 := variational (zora_isHermitian hA B c w) hEw x
  have h2 := congrArg Complex.re (zora_energy A B c u x)
  have hN : star x ⬝ᵥ x = ((∑ j, ‖x j‖ ^ 2 : ℝ) : ℂ) := by
    rw [dotProduct, Complex.ofReal_sum]
    refine Finset.sum_congr rfl fun j _ => ?_
    rw [Complex.ofReal_pow]
    exact Complex.conj_mul' _
  rw [zora_energy, Complex.add_re, Complex.ofReal_re] at h1
  rw [hx, dotProduct_smul, hN, smul_eq_mul, Complex.re_ofReal_mul, Complex.ofReal_re,
    Complex.add_re, Complex.ofReal_re] at h2
  have hs : ∑ i, c ^ 2 * (u i - w i) / ((2 * c ^ 2 - u i) * (2 * c ^ 2 - w i))
        * ‖(B *ᵥ x) i‖ ^ 2
      = ∑ i, zoraKernel c u i * ‖(B *ᵥ x) i‖ ^ 2
        - ∑ i, zoraKernel c w i * ‖(B *ᵥ x) i‖ ^ 2 := by
    rw [← Finset.sum_sub_distrib]
    refine Finset.sum_congr rfl fun i _ => ?_
    rw [← kernel_sub (hw i) (hu i), sub_mul]
  rw [hs, sub_mul]
  linarith
```

## (g) Ordering of operators and ground levels

For Hermitian $A$ and $w_i\le u_i<2c^2$, show that $H_u-H_w$ is positive semidefinite and that the ground levels satisfy $E_w\le E_u$.

**Solution.** The kernel difference in (a) is now nonnegative (`hK`). By (d),

$$x^\dagger(H_u-H_w)x=\sum_i\frac{c^2(u_i-w_i)}{(2c^2-u_i)(2c^2-w_i)}|(Bx)_i|^2\ge0.$$

For the levels, take $x$ in (f) to be a ground state of $H_u$. The left side is nonnegative and $\sum_j|x_j|^2>0$, so $E_u-E_w\ge0$. Lean takes both ground levels as given.

```lean
/-- For Hermitian `A` and kernel potentials `w ≤ u < 2c²`, the difference `H_u - H_w` is positive
semidefinite, and the ground level of `H_w` is at most that of `H_u`. -/
theorem bare_kernel_lowers_ground [DecidableEq n] {A : Matrix n n ℂ} (hA : A.IsHermitian)
    (B : Matrix m n ℂ) {c : ℝ} {w u : m → ℝ} (hwu : ∀ i, w i ≤ u i)
    (hu : ∀ i, u i < 2 * c ^ 2) :
    (zoraH A B c u - zoraH A B c w).PosSemidef ∧
      ∀ Ew Eu, IsGroundLevel (zoraH A B c w) Ew → IsGroundLevel (zoraH A B c u) Eu →
        Ew ≤ Eu := by
  have hw : ∀ i, w i < 2 * c ^ 2 := fun i => (hwu i).trans_lt (hu i)
  have hK : ∀ i, 0 ≤ c ^ 2 * (u i - w i) / ((2 * c ^ 2 - u i) * (2 * c ^ 2 - w i)) :=
    fun i => div_nonneg (mul_nonneg (sq_nonneg c) (sub_nonneg.mpr (hwu i)))
      (mul_pos (sub_pos.mpr (hu i)) (sub_pos.mpr (hw i))).le
  constructor
  · refine PosSemidef.of_dotProduct_mulVec_nonneg
      ((zora_isHermitian hA B c u).sub (zora_isHermitian hA B c w)) fun x => ?_
    rw [Matrix.sub_mulVec, dotProduct_sub, zora_energy, zora_energy,
      add_sub_add_left_eq_sub, ← Complex.ofReal_sub, ← Finset.sum_sub_distrib]
    refine Complex.zero_le_real.mpr (Finset.sum_nonneg fun i _ => ?_)
    rw [← sub_mul, kernel_sub (hw i) (hu i)]
    exact mul_nonneg (hK i) (sq_nonneg _)
  · intro Ew Eu hEw hEu
    -- use the ground state of H_u as a trial state for H_w
    obtain ⟨x, hx0, hx⟩ := hEu.1
    have hb := lowering_bound hA hw hu hEw hx
    have hs := Finset.sum_nonneg fun i (_ : i ∈ Finset.univ) =>
      mul_nonneg (hK i) (sq_nonneg ‖(B *ᵥ x) i‖)
    obtain ⟨j, hj⟩ := Function.ne_iff.mp hx0
    have hpos : 0 < ∑ j, ‖x j‖ ^ 2 :=
      Finset.sum_pos' (fun _ _ => sq_nonneg _)
        ⟨j, Finset.mem_univ j, pow_pos (norm_pos_iff.mpr hj) 2⟩
    exact sub_nonneg.mp (nonneg_of_mul_nonneg_left (hs.trans hb) hpos)

end

end ZoraKernelScreening
```

```lean
#print axioms ZoraKernelScreening.bare_kernel_lowers_ground
```

```
'ZoraKernelScreening.bare_kernel_lowers_ground' depends on axioms: [propext, Classical.choice, Quot.sound]
```

## The bound $2c^2$, and the kernel on a grid

Without $u_i<2c^2$, the ordering $w_i\le u_i$ is not enough. For an algebraic counter-example, not a physical system, take one point and one basis function, with $A=0$, $B=1$, $c=1$, $w=0$, $u=3$. Then $H_w=\tfrac12$ but $H_u=-1$.

In a calculation that evaluates the kinetic matrix by numerical quadrature, the kernel is tabulated on the integration grid. The rows of $B$ hold $\boldsymbol\sigma\cdot\mathbf p$ applied to the basis functions, times the square root of the quadrature weight, so no weight may be negative. Switching from the screened to the bare potential in the kernel, with $A$ kept, changes only the tabulated values. The result orders the lowest one-electron levels of two such matrices at fixed $A$, hence without self-consistent updating; the passage to the differential operator in a complete basis is a further step.
